# An Instability Criterion for the Scalar RPA Equation with Finitely Many Excitations

## The response function and the mode equation

Let $k$ run over a nonempty finite set of excitations. Excitation $k$ has energy $w_k>0$ and strength $s_k>0$, in units with $\hbar=1$. The response function at complex frequency $z$ is

$$\chi(z)=\sum_k\frac{2s_kw_k}{z^2-w_k^2}.$$

In a model where a single observable $F$ couples to itself with real strength $v$, $w_k$ is an excitation energy of the non-interacting system, measured from the reference state $|0\rangle$, and $s_k=|\langle k|F|0\rangle|^2$. The random-phase approximation (RPA) replaces $\chi$ by $\chi/(1-v\chi)$, so the collective modes solve

$$v\,\chi(z)=1.$$

With this sign convention $\chi(0)=-2\sum_k s_k/w_k$ is negative, and an attractive interaction has $v<0$. With time dependence $e^{-izt}$, a root $z=i\gamma$ with $\gamma>0$ describes a disturbance that grows as $e^{\gamma t}$.

The condition $w_k>0$ says that every excitation of the reference state costs energy. The condition $s_k>0$ says that every listed excitation couples to $F$; those that do not couple are left out of the sum.

**Claim.** Every non-real solution of $v\chi(z)=1$ is purely imaginary, and one exists exactly when $v\chi(0)>1$. In that case the non-real solutions are one pair $\pm i\gamma$ with $\gamma>0$.

For this one-channel model with a finite excitation spectrum, a static quantity therefore decides whether RPA gives an exponentially growing mode. A general RPA problem has a matrix-valued interaction, and its stability condition concerns the eigenvalues of a matrix; the claim covers only the scalar case.

## Why non-real roots are imaginary

Write $a_k=2s_kw_k>0$ and $z=x+iy$. Multiplying each term above and below by the conjugate of its denominator gives

$$\operatorname{Im}\chi(z)=-\operatorname{Im}(z^2)\sum_k\frac{a_k}{|z^2-w_k^2|^2},\qquad \operatorname{Im}(z^2)=2xy.$$

At a root $v\neq0$, and the imaginary part of $v\chi(z)=1$ gives $\operatorname{Im}\chi(z)=0$. Suppose $x$ and $y$ were both nonzero. Then $z^2$ would not be real, no denominator would vanish, and the sum would be positive. The right-hand side would be nonzero, a contradiction. A root with $y\neq0$ therefore has $x=0$.

## The static threshold

On the imaginary axis the response is the real function

$$R(y)=\chi(iy)=-\sum_k\frac{a_k}{y^2+w_k^2}.$$

It is negative, even, and strictly increasing for $y\ge0$, because each denominator grows.

Suppose a non-real root exists. It is $z=iy$ with $y\neq0$, so $vR(|y|)=1$. Since $R<0$, this forces $v<0$. From $R(0)<R(|y|)$, multiplication by $v$ gives $v\chi(0)=vR(0)>vR(|y|)=1$.

Conversely, suppose $vR(0)>1$. Again $v<0$. Let $A=\sum_k a_k$ and $Y=1+|v|A$. Dropping $w_k^2$ from the denominators gives

$$vR(Y)\le\frac{|v|A}{Y^2}\le1,$$

since $Y^2\ge Y\ge|v|A$. The continuous function $vR$ starts above 1 at $y=0$ and is at most 1 at $Y$, so it equals 1 at some $\gamma\in[0,Y]$, and $\gamma\neq0$ because $vR(0)>1$. Strict monotonicity makes $\gamma$ unique. Since $\chi$ depends only on $z^2$, both $i\gamma$ and $-i\gamma$ are roots.

For one excitation the equation can be solved directly: away from the pole it reads $z^2=w^2+2vsw$. The right-hand side is negative exactly when $-2vs/w>1$, which is the same threshold.

## A negative strength breaks the criterion

Take $w_1=1$, $w_2=2$, $s_1=1$, $s_2=-\tfrac12$ and $v=1$. The mode equation becomes

$$\frac{2}{z^2-1}-\frac{2}{z^2-4}=1,\qquad\text{that is}\qquad z^4-5z^2+10=0,$$

so $z^2=(5\pm i\sqrt{15})/2$. These roots are neither real nor purely imaginary, although $v\chi(0)=-\tfrac32$ is below 1. Both parts of the claim fail. A negative $s_2$ cannot be a squared matrix element, so the example is not physical as it stands. The same $\chi$ arises from $s_2=\tfrac12$ and $w_2=-2$, where the reference state has a transition that lowers its energy.

## Finding the growth rate numerically

A program for this model can compute $-2v\sum_k s_k/w_k$ and compare it with 1. If the value is larger, bisection of $vR(y)-1$ on $[0,Y]$ finds $\gamma$.

The same roots appear in a matrix calculation, through the real symmetric matrix

$$M_{kl}=w_k^2\,\delta_{kl}+2v\sqrt{s_kw_k\,s_lw_l},$$

whose eigenvalues are the squares of the roots when $v\neq0$ and the energies $w_k$ are distinct. If several excitations share an energy, its square is an eigenvalue as well, belonging to combinations that do not couple to $F$. An instability shows up as a negative eigenvalue $-\gamma^2$, and code that takes square roots of the eigenvalues should test for it first.

## The response function in Lean

The type `ι` labels the excitations and is finite.

```lean
import Mathlib

open Finset

namespace RPAInstability

noncomputable section

variable {ι : Type*} [Fintype ι]
```

The energies and strengths are real functions on `ι`, and the frequency is complex. Positivity is not part of the definition; it enters as a hypothesis where it is needed. Lean sets a quotient with denominator zero to zero, which here affects `chi` only at its poles, and for positive energies these are real frequencies.

```lean
/-- Lehmann form of the response function, with excitation energies `w k` and
strengths `s k`, at complex frequency `z`. -/
def chi (s w : ι → ℝ) (z : ℂ) : ℂ :=
  ∑ k, 2 * (s k : ℂ) * (w k : ℂ) / (z ^ 2 - (w k : ℂ) ^ 2)
```

The function $R$ is defined separately as a real sum, so that order and continuity arguments can take place in the real numbers.

```lean
/-- The real sum that gives the response at the imaginary frequency `i y`. -/
def imagResponse (s w : ι → ℝ) (y : ℝ) : ℝ :=
  -∑ k, 2 * s k * w k / (y ^ 2 + w k ^ 2)
```

The next theorem identifies $R(y)$ with $\chi(iy)$. Term by term, it uses $(iy)^2-w_k^2=-(y^2+w_k^2)$ and moves the minus sign out of the quotient.

```lean
/-- On the imaginary frequency axis the response is real and equals `imagResponse`. -/
theorem chi_imag_axis (s w : ι → ℝ) (y : ℝ) :
    chi s w ((y : ℂ) * Complex.I) = (imagResponse s w y : ℂ) := by
  simp only [chi, imagResponse]
  push_cast
  rw [← Finset.sum_neg_distrib]
  refine Finset.sum_congr rfl fun k _ => ?_
  have h : ((y : ℂ) * Complex.I) ^ 2 - (w k : ℂ) ^ 2 = -((y : ℂ) ^ 2 + (w k : ℂ) ^ 2) := by
    rw [mul_pow, Complex.I_sq]
    ring
  rw [h, div_neg]
```

Setting $y=0$ shows that $\chi(0)$ is real. The later condition on `(chi s w 0).re` is therefore a condition on $\chi(0)$ itself.

```lean
/-- The static response is real and equals `imagResponse` at zero. -/
theorem chi_zero (s w : ι → ℝ) : chi s w 0 = (imagResponse s w 0 : ℂ) := by
  rw [← chi_imag_axis]
  simp
```

## The sign of the imaginary part

This is the formula for $\operatorname{Im}\chi$ derived above, with `Complex.normSq` for the squared modulus. Within the proof, `h1` records that the numerator is real, and `h2` that subtracting $w_k^2$ leaves the imaginary part of $z^2$ unchanged.

```lean
/-- The imaginary part of the response is minus the imaginary part of `z ^ 2` times a
sum over excitations weighted by `2 s w / |z ^ 2 - w ^ 2| ^ 2`. -/
theorem chi_im (s w : ι → ℝ) (z : ℂ) :
    (chi s w z).im =
      -(z ^ 2).im * ∑ k, 2 * s k * w k / Complex.normSq (z ^ 2 - (w k : ℂ) ^ 2) := by
  rw [chi, Complex.im_sum, Finset.mul_sum]
  refine Finset.sum_congr rfl fun k _ => ?_
  have h1 : 2 * (s k : ℂ) * (w k : ℂ) = ((2 * s k * w k : ℝ) : ℂ) := by push_cast; ring
  have h2 : (z ^ 2 - (w k : ℂ) ^ 2).im = (z ^ 2).im := by
    rw [Complex.sub_im, ← Complex.ofReal_pow, Complex.ofReal_im, sub_zero]
  rw [h1, Complex.div_im, Complex.ofReal_im, Complex.ofReal_re, h2]
  ring
```

Two facts about $R$ follow. It is negative, as minus a nonempty sum of positive terms.

```lean
/-- For positive strengths and energies the response on the imaginary axis is negative. -/
theorem imagResponse_neg [Nonempty ι] {s w : ι → ℝ} (hs : ∀ k, 0 < s k)
    (hw : ∀ k, 0 < w k) (y : ℝ) : imagResponse s w y < 0 := by
  refine neg_lt_zero.mpr (Finset.sum_pos (fun k _ => ?_) Finset.univ_nonempty)
  have h1 := hs k
  have h2 := hw k
  positivity
```

It is also strictly increasing on $y\ge0$: `h3` compares the denominators, and the comparison of the quotients is then summed over $k$.

```lean
/-- For positive strengths and energies, `imagResponse` is strictly increasing on `y ≥ 0`. -/
theorem imagResponse_lt [Nonempty ι] {s w : ι → ℝ} (hs : ∀ k, 0 < s k)
    (hw : ∀ k, 0 < w k) {a b : ℝ} (ha : 0 ≤ a) (hab : a < b) :
    imagResponse s w a < imagResponse s w b := by
  refine neg_lt_neg (Finset.sum_lt_sum_of_nonempty Finset.univ_nonempty fun k _ => ?_)
  have h1 := hs k
  have h2 := hw k
  have h3 : a ^ 2 + w k ^ 2 < b ^ 2 + w k ^ 2 := by nlinarith
  exact div_lt_div_of_pos_left (by positivity) (by positivity) h3
```

## Locating a non-real root

The hypothesis `z.im ≠ 0` expresses that $z$ is not real, and the conclusion `z.re = 0` that it is purely imaginary. The proof follows the argument by contradiction: `him` is the imaginary part of the mode equation, `hsq` says that $\operatorname{Im}(z^2)\neq0$ off the axes, and `hpos` that the weighted sum is positive. A product of nonzero factors would then have to vanish.

```lean
/-- For positive strengths and energies, a non-real solution `z` of `v χ(z) = 1` is purely
imaginary. -/
theorem nonreal_root_re [Nonempty ι] {s w : ι → ℝ} (hs : ∀ k, 0 < s k)
    (hw : ∀ k, 0 < w k) {v : ℝ} {z : ℂ} (hz : z.im ≠ 0)
    (h : (v : ℂ) * chi s w z = 1) : z.re = 0 := by
  have hv : v ≠ 0 := by
    rintro rfl
    simp at h
  have him : v * (chi s w z).im = 0 := by
    have h' := congrArg Complex.im h
    simpa only [Complex.mul_im, Complex.ofReal_re, Complex.ofReal_im, zero_mul, add_zero,
      Complex.one_im] using h'
  by_contra hre
  have hsq : (z ^ 2).im ≠ 0 := by
    have h2 : (z ^ 2).im = 2 * (z.re * z.im) := by
      rw [pow_two, Complex.mul_im]
      ring
    rw [h2]
    exact mul_ne_zero two_ne_zero (mul_ne_zero hre hz)
  -- off the axes every term of the weighted sum is positive
  have hpos : 0 < ∑ k, 2 * s k * w k / Complex.normSq (z ^ 2 - (w k : ℂ) ^ 2) := by
    refine Finset.sum_pos (fun k _ => ?_) Finset.univ_nonempty
    have hne : z ^ 2 - (w k : ℂ) ^ 2 ≠ 0 := by
      intro h0
      apply hsq
      rw [sub_eq_zero.mp h0, ← Complex.ofReal_pow, Complex.ofReal_im]
    exact div_pos (mul_pos (mul_pos two_pos (hs k)) (hw k)) (Complex.normSq_pos.mpr hne)
  rw [chi_im] at him
  exact mul_ne_zero hv (mul_ne_zero (neg_ne_zero.mpr hsq) hpos.ne') him
```

Such a root can now be written as $i\operatorname{Im}z$, which turns the complex equation into a real one for $R$. Since $R$ is even, $\operatorname{Im}z$ may be replaced by its absolute value, where the monotonicity result applies.

```lean
/-- For positive strengths and energies, a non-real solution `z` of `v χ(z) = 1` gives a solution of
the real equation `v * imagResponse s w y = 1` on the imaginary axis at `y = |Im z|`. -/
theorem nonreal_root_response [Nonempty ι] {s w : ι → ℝ} (hs : ∀ k, 0 < s k)
    (hw : ∀ k, 0 < w k) {v : ℝ} {z : ℂ} (hz : z.im ≠ 0)
    (h : (v : ℂ) * chi s w z = 1) : v * imagResponse s w |z.im| = 1 := by
  have hzI : z = (z.im : ℂ) * Complex.I :=
    Complex.ext (by simp [nonreal_root_re hs hw hz h]) (by simp)
  rw [hzI, chi_imag_axis] at h
  have h' : v * imagResponse s w z.im = 1 := by exact_mod_cast h
  simpa only [imagResponse, sq_abs] using h'
```

## One pair of imaginary modes above threshold

The next theorem describes the whole set of non-real solutions when $v\chi(0)>1$: a complex number is a non-real root if and only if it is $i\gamma$ or $-i\gamma$.

The proof first obtains $v<0$ and the continuity of $vR$. It then constructs the bound $Y$ used above; the `calc` block is the estimate $vR(Y)\le|v|A/Y^2\le1$, with `-v` in place of $|v|$. The intermediate value theorem, in its form for a function that ends lower than it starts, supplies $\gamma$. For uniqueness, `lt_trichotomy` compares $|\operatorname{Im}z|$ with $\gamma$, and strict monotonicity excludes both inequalities. The last lines check that both members of the pair are roots, using the evenness of $\chi$ for the second.

```lean
/-- For positive strengths and energies, if `v χ(0) > 1`, the non-real solutions of `v χ(z) = 1` are
exactly one pair `± i γ` with `γ > 0`. -/
theorem unstable_pair [Nonempty ι] {s w : ι → ℝ} (hs : ∀ k, 0 < s k)
    (hw : ∀ k, 0 < w k) {v : ℝ} (hv : 1 < v * (chi s w 0).re) :
    ∃ γ : ℝ, 0 < γ ∧ ∀ z : ℂ, (z.im ≠ 0 ∧ (v : ℂ) * chi s w z = 1) ↔
      (z = (γ : ℂ) * Complex.I ∨ z = -((γ : ℂ) * Complex.I)) := by
  rw [chi_zero, Complex.ofReal_re] at hv
  have hv0 : v < 0 := by
    by_contra hc
    have := mul_nonpos_of_nonneg_of_nonpos (not_lt.mp hc) (imagResponse_neg hs hw 0).le
    linarith
  have hcont : Continuous fun y => v * imagResponse s w y := by
    unfold imagResponse
    refine continuous_const.mul (continuous_finsetSum _ fun k _ => ?_).neg
    refine continuous_const.div (by fun_prop) fun y => ?_
    have := hw k
    positivity
  -- a point `Y > 0` at which `v * imagResponse s w Y` is at most 1
  obtain ⟨Y, hY, hfY⟩ : ∃ Y : ℝ, 0 < Y ∧ v * imagResponse s w Y ≤ 1 := by
    have hS : 0 ≤ ∑ k, 2 * s k * w k :=
      Finset.sum_nonneg fun k _ => (mul_pos (mul_pos two_pos (hs k)) (hw k)).le
    have hM : 0 ≤ -v * ∑ k, 2 * s k * w k := mul_nonneg (by linarith) hS
    obtain ⟨Y, hYdef⟩ : ∃ Y : ℝ, Y = 1 + -v * ∑ k, 2 * s k * w k := ⟨_, rfl⟩
    have hY : 0 < Y := by linarith
    refine ⟨Y, hY, ?_⟩
    have hb : ∑ k, 2 * s k * w k / (Y ^ 2 + w k ^ 2) ≤ (∑ k, 2 * s k * w k) / Y ^ 2 := by
      rw [Finset.sum_div]
      refine Finset.sum_le_sum fun k _ => ?_
      exact div_le_div_of_nonneg_left (mul_pos (mul_pos two_pos (hs k)) (hw k)).le
        (by positivity) (le_add_of_nonneg_right (sq_nonneg _))
    calc v * imagResponse s w Y = -v * ∑ k, 2 * s k * w k / (Y ^ 2 + w k ^ 2) := by
          rw [imagResponse]; ring
      _ ≤ -v * ((∑ k, 2 * s k * w k) / Y ^ 2) :=
          mul_le_mul_of_nonneg_left hb (by linarith)
      _ = (-v * ∑ k, 2 * s k * w k) / Y ^ 2 := by ring
      _ ≤ 1 := by
          rw [div_le_one (by positivity)]
          nlinarith
  obtain ⟨γ, hγmem, hγ⟩ := intermediate_value_Icc' hY.le hcont.continuousOn ⟨hfY, hv.le⟩
  have hγ1 : v * imagResponse s w γ = 1 := hγ
  have hγ0 : 0 < γ := by
    refine lt_of_le_of_ne hγmem.1 fun h0 => ?_
    rw [← h0] at hγ1
    linarith
  have hroot : (v : ℂ) * chi s w ((γ : ℂ) * Complex.I) = 1 := by
    rw [chi_imag_axis]
    exact_mod_cast hγ1
  refine ⟨γ, hγ0, fun z => ⟨?_, ?_⟩⟩
  · rintro ⟨hz, h⟩
    have heq : imagResponse s w |z.im| = imagResponse s w γ :=
      mul_left_cancel₀ hv0.ne ((nonreal_root_response hs hw hz h).trans hγ1.symm)
    -- strict monotonicity leaves a single growth rate
    have habs : |z.im| = γ := by
      rcases lt_trichotomy |z.im| γ with hl | he | hg
      · exact absurd heq (imagResponse_lt hs hw (abs_nonneg _) hl).ne
      · exact he
      · exact absurd heq (imagResponse_lt hs hw hγ0.le hg).ne'
    have hre := nonreal_root_re hs hw hz h
    rcases (abs_eq hγ0.le).mp habs with hi | hi
    · exact Or.inl (Complex.ext (by simp [hre]) (by simp [hi]))
    · exact Or.inr (Complex.ext (by simp [hre]) (by simp [hi]))
  · rintro (rfl | rfl)
    · exact ⟨by simp [hγ0.ne'], hroot⟩
    · refine ⟨by simp [hγ0.ne'], ?_⟩
      have heven : chi s w (-((γ : ℂ) * Complex.I)) = chi s w ((γ : ℂ) * Complex.I) := by
        simp only [chi, neg_sq]
      rw [heven, hroot]
```

## The criterion and the single-excitation case

The main theorem holds for every real `v`. Its first part places all non-real solutions on the imaginary axis; its second is the equivalence with `1 < v * (chi s w 0).re`. The inequality is strict: at $v\chi(0)=1$ the point $z=0$ is a root, but it is real, and there are no non-real ones.

In the forward direction, `h1` is the real equation at $|\operatorname{Im}z|$, and `h2` is the inequality $R(0)<R(|\operatorname{Im}z|)$ multiplied by the negative number $v$. The reverse direction takes $i\gamma$ from the preceding theorem.

The statement is about roots of an algebraic equation. The RPA form of the response and the reading of $i\gamma$ as a growth rate are physical input, and continuous spectra and damping are not covered.

```lean
/-- Instability criterion for the scalar RPA equation: for positive strengths and energies, every
non-real solution of `v χ(z) = 1` is purely imaginary, and such a solution exists exactly when `v
χ(0) > 1`. -/
theorem rpa_instability_criterion [Nonempty ι] {s w : ι → ℝ} (hs : ∀ k, 0 < s k)
    (hw : ∀ k, 0 < w k) (v : ℝ) :
    (∀ z : ℂ, z.im ≠ 0 → (v : ℂ) * chi s w z = 1 → z.re = 0) ∧
    ((∃ z : ℂ, z.im ≠ 0 ∧ (v : ℂ) * chi s w z = 1) ↔ 1 < v * (chi s w 0).re) := by
  refine ⟨fun z hz h => nonreal_root_re hs hw hz h, ?_, fun hv => ?_⟩
  · rintro ⟨z, hz, h⟩
    have h1 := nonreal_root_response hs hw hz h
    -- the response is negative, so the interaction must be attractive
    have hv0 : v < 0 := by
      by_contra hc
      have := mul_nonpos_of_nonneg_of_nonpos (not_lt.mp hc)
        (imagResponse_neg hs hw |z.im|).le
      linarith
    have h2 := mul_lt_mul_of_neg_left (imagResponse_lt hs hw le_rfl (abs_pos.mpr hz)) hv0
    rw [chi_zero, Complex.ofReal_re]
    linarith
  · obtain ⟨γ, _, hγ⟩ := unstable_pair hs hw hv
    exact ⟨_, (hγ ((γ : ℂ) * Complex.I)).mpr (Or.inl rfl)⟩
```

The final theorem treats one excitation, with `Unit` as the index type. It needs no positivity, only that $z$ is away from the pole, so that the denominator can be cleared.

```lean
/-- For a single excitation, away from its pole, `v χ(z) = 1` is equivalent to
`z ^ 2 = w ^ 2 + 2 v s w`. -/
theorem single_mode (s w v : ℝ) {z : ℂ} (hz : z ^ 2 ≠ (w : ℂ) ^ 2) :
    (v : ℂ) * chi (fun _ : Unit => s) (fun _ => w) z = 1 ↔
      z ^ 2 = (w : ℂ) ^ 2 + 2 * v * s * w := by
  simp only [chi, Finset.univ_unique, Finset.sum_singleton]
  rw [← mul_div_assoc, div_eq_iff (sub_ne_zero.mpr hz)]
  constructor <;> intro h <;> linear_combination -h

end

end RPAInstability
```

```lean
#print axioms RPAInstability.rpa_instability_criterion
-- 'RPAInstability.rpa_instability_criterion' depends on axioms: [propext, Classical.choice, Quot.sound]
#print axioms RPAInstability.single_mode
-- 'RPAInstability.single_mode' depends on axioms: [propext, Classical.choice, Quot.sound]
```
